# Balanced matrix product tensors have the least Frobenius norm in their gauge orbit

## Could a larger change of bond basis still lower the norm?

After each update of a translation-invariant matrix product state on a ring, I change the bond basis to keep the tensor entries small. The site tensor is a set of square matrices $A^s$, one for each basis state $s$ of a site. I replace them by $GA^sG^{-1}$ with $G$ invertible, which leaves the state alone, and I stop when

$$\sum_s A^s (A^s)^\dagger=\sum_s (A^s)^\dagger A^s .$$

I found this condition by setting the first derivative of the total squared norm to zero. That only tells me that small changes of basis don't help at first order. Could a strongly non-unitary $G$, far from the identity, still reach a smaller norm?

## No: the excess norm is a sum of nonnegative terms

Once the two sums are equal, no invertible $G$ lowers the norm, however far it is from the identity. The calculation compares the two norms directly, without following a path between them.

Write the total squared Frobenius norm, called simply the norm from here on, as

$$N(A)=\sum_{s,i,j}|A^s_{ij}|^2=\sum_s\operatorname{tr}\,A^s(A^s)^\dagger .$$

**Only $G^\dagger G$ matters.** Since $G$ is invertible, $v^\dagger G^\dagger G v=\|Gv\|^2>0$ for every $v\neq0$. Hence $G^\dagger G=U\,\mathrm{diag}(p)\,U^\dagger$ with $U$ unitary and all $p_i>0$, and its inverse is $G^{-1}(G^{-1})^\dagger=U\,\mathrm{diag}(1/p)\,U^\dagger$. Put $B^s=U^\dagger A^sU$. Cyclicity of the trace gives

$$\begin{aligned}
N(GAG^{-1})&=\sum_s\operatorname{tr}\,GA^sG^{-1}(G^{-1})^\dagger(A^s)^\dagger G^\dagger\\
&=\sum_s\operatorname{tr}\,A^s(G^\dagger G)^{-1}(A^s)^\dagger\,G^\dagger G\\
&=\sum_s\operatorname{tr}\,B^s\,\mathrm{diag}(1/p)\,(B^s)^\dagger\,\mathrm{diag}(p)
=\sum_{s,i,j}\frac{p_i}{p_j}|B^s_{ij}|^2 .
\end{aligned}$$

For $G=1$ all $p_i$ equal 1, so $N(A)=\sum_{s,i,j}|B^s_{ij}|^2$.

**Balance removes a logarithm.** Multiplying your condition by $U^\dagger$ on the left and $U$ on the right gives the same condition for the $B^s$. Its $i$-th diagonal entry reads

$$\sum_{s,j}|B^s_{ij}|^2=\sum_{s,j}|B^s_{ji}|^2 .$$

Multiply by $\log p_i$, sum over $i$, and exchange the names $i$ and $j$ on the right:

$$\sum_{s,i,j}(\log p_i-\log p_j)\,|B^s_{ij}|^2=0 .$$

**The comparison.** Subtract $N(A)$ from the transformed norm, and then subtract this zero. With $x_{ij}=p_i/p_j$,

$$N(GAG^{-1})-N(A)=\sum_{s,i,j}\bigl(x_{ij}-1-\log x_{ij}\bigr)|B^s_{ij}|^2\;\ge\;0,$$

because $\log x\le x-1$ for all $x>0$. This inequality says that the exponential lies above its tangent at zero, which is how a first-order condition comes to control large transformations.

## A ladder pair, and an orbit with no minimum

With bond dimension 1 the matrices are numbers, the condition always holds, and $G$ changes nothing. The first instructive size is 2. Take the spin-1/2 raising and lowering matrices as $A^0$ and $A^1$, and $G=\mathrm{diag}(g,1)$ with $g>0$. The norm becomes $g^2+g^{-2}$, which exceeds its value 2 at $g=1$ by $(g-1/g)^2$. Neither matrix commutes with its adjoint, yet the pair is balanced.

Now take the identity as $A^0$ and the raising matrix as $A^1$. On the ring this is a product state with every site in state 0, because any product that contains a raising matrix has zero trace. No $G$ changes the identity, and none turns the raising matrix into zero, so the norm stays above 2 on the whole orbit. With the same $G=\mathrm{diag}(g,1)$ it is $2+g^2$, which tends to 2 as $g\to0$. This orbit therefore has no tensor of least norm and no balanced one, and a gauge iteration started there never satisfies the stopping condition exactly. If it drives the norm to 2, its limit is the identity with a zero matrix as $A^1$. That tensor is balanced and gives the same state, but it lies outside the orbit.

## What the Lean theorem says

The main theorem is `balanced_minimal`: if `Balanced A` and `IsUnit G`, then `frobSq A ≤ frobSq (gauge G A)`.

- `S` is the finite set of basis states of a site and `n` the finite set of bond indices; here `n` is an index type, not a number. The tensor `A : S → Matrix n n ℂ` assigns a square complex matrix to each of these basis states.
- `frobSq` is $N$, the sum of squared moduli with no square root and no normalisation of the state.
- `gauge G A` is the family $GA^sG^{-1}$, and `IsUnit G` says that $G$ is invertible. Mathlib assigns the inverse 0 to a singular matrix, so for singular $G$ the expression would not be a change of basis.
- `Balanced` is your stopping condition, as an exact matrix equation. It is a different condition from the left or right canonical form, where one sum of products equals the identity.

The theorem compares a balanced tensor with its transforms. It says nothing about whether a given orbit contains a balanced tensor, or about which $G$ give equality. The chain itself does not appear in the statement: that the state on the ring is unchanged follows from the cancellation of neighbouring $G^{-1}G$ and the cyclic trace. The theorem also assumes the exact equation. If you stop at a residual below a tolerance, it does not bound how much a further change of basis could still lower the norm.

For simulation practice, this gives a global meaning to the stopping condition for a uniform matrix product state of finite bond dimension, with the same $G$ on every bond.

```lean
import Mathlib

open Matrix
open scoped ComplexOrder

namespace MPSMinimalGauge

noncomputable section

variable {S n : Type*} [Fintype S] [Fintype n] [DecidableEq n]

/-- Total squared Frobenius norm of the site tensor `A`. -/
def frobSq (A : S → Matrix n n ℂ) : ℝ := ∑ s, ∑ i, ∑ j, ‖A s i j‖ ^ 2

/-- Gauge transformation `A^s ↦ G A^s G⁻¹` on the bond space, for invertible `G`. -/
def gauge (G : Matrix n n ℂ) (A : S → Matrix n n ℂ) : S → Matrix n n ℂ :=
  fun s => G * A s * G⁻¹

/-- The tensor written in the bond basis formed by the columns of a unitary `U`. -/
def inFrame (U : Matrix n n ℂ) (A : S → Matrix n n ℂ) : S → Matrix n n ℂ :=
  fun s => Uᴴ * A s * U

/-- The balance condition `∑ A^s (A^s)ᴴ = ∑ (A^s)ᴴ A^s`. -/
def Balanced (A : S → Matrix n n ℂ) : Prop :=
  ∑ s, A s * (A s)ᴴ = ∑ s, (A s)ᴴ * A s

/-- The difference of the two sides of the balance condition. -/
def imbalance (A : S → Matrix n n ℂ) : Matrix n n ℂ :=
  ∑ s, (A s * (A s)ᴴ - (A s)ᴴ * A s)

/-- If `GᴴG` has positive eigenvalues `p` in the orthonormal frame `U`, the gauge `G` multiplies
the squared modulus of the `(i, j)` entry in that frame by `p i / p j` in the total norm. -/
theorem frobSq_gauge (A : S → Matrix n n ℂ) {G U : Matrix n n ℂ} {p : n → ℝ}
    (hp : ∀ i, 0 < p i) (hU : Uᴴ * U = 1) (hU' : U * Uᴴ = 1)
    (hP : Gᴴ * G = U * diagonal (fun i => (p i : ℂ)) * Uᴴ) :
    frobSq (gauge G A) = ∑ s, ∑ i, ∑ j, p i / p j * ‖inFrame U A s i j‖ ^ 2 := by
  have hz : ∀ z : ℂ, z * star z = (‖z‖ : ℂ) ^ 2 := Complex.mul_conj'
  have hde : diagonal (fun i => (p i : ℂ)) * diagonal (fun i => (p i : ℂ)⁻¹) = 1 := by
    rw [diagonal_mul_diagonal, ← diagonal_one]
    congr 1
    funext i
    exact mul_inv_cancel₀ (by exact_mod_cast (hp i).ne')
  -- the inverse of `GᴴG` in the same frame
  have hinv : G⁻¹ * (G⁻¹)ᴴ = U * diagonal (fun i => (p i : ℂ)⁻¹) * Uᴴ := by
    rw [conjTranspose_nonsing_inv, ← Matrix.mul_inv_rev]
    apply inv_eq_right_inv
    rw [hP]
    calc _ = U * diagonal (fun i => (p i : ℂ)) * (Uᴴ * U)
          * diagonal (fun i => (p i : ℂ)⁻¹) * Uᴴ := by simp only [Matrix.mul_assoc]
      _ = 1 := by rw [hU, mul_one, Matrix.mul_assoc U, hde, mul_one, hU']
  apply Complex.ofReal_injective
  rw [frobSq]
  push_cast
  refine Finset.sum_congr rfl fun s _ => ?_
  -- cyclicity of the trace brings `GᴴG` and its inverse together
  calc _ = trace (gauge G A s * (gauge G A s)ᴴ) := by
        simp only [trace, diag_apply, Matrix.mul_apply, conjTranspose_apply, hz]
    _ = trace (G * (A s * (G⁻¹ * (G⁻¹)ᴴ) * (A s)ᴴ * Gᴴ)) := by
        simp only [gauge, conjTranspose_mul, Matrix.mul_assoc]
    _ = trace (A s * (G⁻¹ * (G⁻¹)ᴴ) * (A s)ᴴ * (Gᴴ * G)) := by
        rw [trace_mul_comm]; simp only [Matrix.mul_assoc]
    _ = trace ((A s * (U * diagonal (fun i => (p i : ℂ)⁻¹) * Uᴴ) * (A s)ᴴ * U
          * diagonal (fun i => (p i : ℂ))) * Uᴴ) := by
        rw [hinv, hP]; simp only [Matrix.mul_assoc]
    _ = trace ((inFrame U A s * diagonal (fun i => (p i : ℂ)⁻¹))
          * ((inFrame U A s)ᴴ * diagonal (fun i => (p i : ℂ)))) := by
        rw [trace_mul_comm]
        simp only [inFrame, conjTranspose_mul, conjTranspose_conjTranspose, Matrix.mul_assoc]
    _ = _ := by
        refine Finset.sum_congr rfl fun i _ => ?_
        rw [diag_apply, Matrix.mul_apply]
        refine Finset.sum_congr rfl fun j _ => ?_
        rw [mul_diagonal, mul_diagonal, conjTranspose_apply]
        linear_combination ((p i : ℂ) * (p j : ℂ)⁻¹) * hz (inFrame U A s i j)

/-- A unitary change of bond basis preserves the total norm. -/
theorem frobSq_inFrame (A : S → Matrix n n ℂ) {U : Matrix n n ℂ}
    (hU : Uᴴ * U = 1) (hU' : U * Uᴴ = 1) : frobSq (inFrame U A) = frobSq A := by
  have h := frobSq_gauge A (G := 1) (p := fun _ => 1) (fun _ => one_pos) hU hU' (by simp [hU'])
  simpa [gauge, frobSq] using h.symm

/-- In a unitary frame `U`, the sum of `(a i - a j) |A^s_ij|²` is the pairing of the real
weights `a` with the diagonal of the imbalance. -/
theorem first_variation (A : S → Matrix n n ℂ) {U : Matrix n n ℂ} (hU' : U * Uᴴ = 1)
    (a : n → ℝ) :
    ((∑ s, ∑ i, ∑ j, (a i - a j) * ‖inFrame U A s i j‖ ^ 2 : ℝ) : ℂ)
      = ∑ i, (a i : ℂ) * (Uᴴ * imbalance A * U) i i := by
  have hz : ∀ z : ℂ, z * star z = (‖z‖ : ℂ) ^ 2 := Complex.mul_conj'
  have hM : Uᴴ * imbalance A * U = ∑ s, (inFrame U A s * (inFrame U A s)ᴴ
      - (inFrame U A s)ᴴ * inFrame U A s) := by
    rw [imbalance, Finset.mul_sum, Finset.sum_mul]
    refine Finset.sum_congr rfl fun s _ => ?_
    simp only [inFrame, conjTranspose_mul, conjTranspose_conjTranspose]
    calc _ = Uᴴ * A s * 1 * (A s)ᴴ * U - Uᴴ * (A s)ᴴ * 1 * A s * U := by noncomm_ring
      _ = _ := by rw [← hU']; noncomm_ring
  -- diagonal entries are row weights minus column weights
  have hd : ∀ i, (Uᴴ * imbalance A * U) i i = ∑ s, ∑ j,
      ((‖inFrame U A s i j‖ : ℂ) ^ 2 - (‖inFrame U A s j i‖ : ℂ) ^ 2) := by
    intro i
    rw [hM, Matrix.sum_apply]
    refine Finset.sum_congr rfl fun s _ => ?_
    rw [Matrix.sub_apply, Matrix.mul_apply, Matrix.mul_apply, ← Finset.sum_sub_distrib]
    refine Finset.sum_congr rfl fun j _ => ?_
    simp only [conjTranspose_apply]
    linear_combination hz (inFrame U A s i j) - hz (inFrame U A s j i)
  simp only [hd, Finset.mul_sum]
  push_cast
  rw [eq_comm, Finset.sum_comm]
  refine Finset.sum_congr rfl fun s _ => ?_
  simp only [mul_sub, sub_mul, Finset.sum_sub_distrib]
  congr 1
  exact Finset.sum_comm

/-- For invertible `G`, the matrix `GᴴG` is diagonal with strictly positive entries in some
unitary frame. -/
theorem exists_gauge_frame {G : Matrix n n ℂ} (hG : IsUnit G) :
    ∃ (U : Matrix n n ℂ) (p : n → ℝ), (∀ i, 0 < p i) ∧ Uᴴ * U = 1 ∧ U * Uᴴ = 1 ∧
      Gᴴ * G = U * diagonal (fun i => (p i : ℂ)) * Uᴴ := by
  have hH := isHermitian_conjTranspose_mul_self G
  refine ⟨hH.eigenvectorUnitary, hH.eigenvalues, fun i => ?_,
    mem_unitaryGroup_iff'.1 hH.eigenvectorUnitary.2,
    mem_unitaryGroup_iff.1 hH.eigenvectorUnitary.2, ?_⟩
  · have hdet := ((isUnit_iff_isUnit_det G).1 hG).ne_zero
    have hne : ∏ i, (hH.eigenvalues i : ℂ) ≠ 0 := by
      intro h0
      apply mul_ne_zero (star_ne_zero.2 hdet) hdet
      rw [← det_conjTranspose, ← det_mul]
      exact hH.det_eq_prod_eigenvalues.trans h0
    have hi : hH.eigenvalues i ≠ 0 := by
      exact_mod_cast Finset.prod_ne_zero_iff.1 hne i (Finset.mem_univ i)
    exact lt_of_le_of_ne ((posSemidef_conjTranspose_mul_self G).eigenvalues_nonneg i) hi.symm
  · have h := hH.spectral_theorem
    rw [Unitary.conjStarAlgAut_apply] at h
    exact h

/-- For a balanced tensor, the norm gained under a gauge `G` is a sum of squared moduli weighted
by `x - 1 - log x`, with `x` the ratios of the positive eigenvalues `p` of `GᴴG`. -/
theorem norm_excess {A : S → Matrix n n ℂ} (hA : Balanced A) {G U : Matrix n n ℂ} {p : n → ℝ}
    (hp : ∀ i, 0 < p i) (hU : Uᴴ * U = 1) (hU' : U * Uᴴ = 1)
    (hP : Gᴴ * G = U * diagonal (fun i => (p i : ℂ)) * Uᴴ) :
    frobSq (gauge G A) - frobSq A = ∑ s, ∑ i, ∑ j,
      (p i / p j - 1 - Real.log (p i / p j)) * ‖inFrame U A s i j‖ ^ 2 := by
  have hM : imbalance A = 0 := by
    rw [imbalance, Finset.sum_sub_distrib, sub_eq_zero]; exact hA
  -- balance makes the logarithmic terms cancel
  have h1 := first_variation A hU' (fun i => Real.log (p i))
  rw [hM] at h1
  simp only [mul_zero, zero_mul, Matrix.zero_apply, Finset.sum_const_zero,
    Complex.ofReal_eq_zero] at h1
  have hl : ∀ i j, Real.log (p i / p j) = Real.log (p i) - Real.log (p j) :=
    fun i j => Real.log_div (hp i).ne' (hp j).ne'
  rw [frobSq_gauge A hp hU hU' hP, ← frobSq_inFrame A hU hU', frobSq]
  simp only [hl, sub_mul, one_mul, Finset.sum_sub_distrib] at h1 ⊢
  linarith

/-- A balanced tensor has the least total squared Frobenius norm among all its transforms by
invertible gauges. -/
theorem balanced_minimal {A : S → Matrix n n ℂ} (hA : Balanced A) {G : Matrix n n ℂ}
    (hG : IsUnit G) : frobSq A ≤ frobSq (gauge G A) := by
  obtain ⟨U, p, hp, hU, hU', hP⟩ := exists_gauge_frame hG
  rw [← sub_nonneg, norm_excess hA hp hU hU' hP]
  refine Finset.sum_nonneg fun s _ => Finset.sum_nonneg fun i _ => Finset.sum_nonneg fun j _ =>
    mul_nonneg ?_ (sq_nonneg _)
  linarith [Real.log_le_sub_one_of_pos (div_pos (hp i) (hp j))]

/-- The pair of two-dimensional raising and lowering matrices is a balanced tensor. -/
theorem balanced_witness :
    Balanced (![!![0, 1; 0, 0], !![0, 0; 1, 0]] : Fin 2 → Matrix (Fin 2) (Fin 2) ℂ) := by
  -- the two matrices are adjoints of each other
  have h1 : (!![0, 1; 0, 0] : Matrix (Fin 2) (Fin 2) ℂ)ᴴ = !![0, 0; 1, 0] := by
    ext i j
    fin_cases i <;> fin_cases j <;> simp [conjTranspose_apply]
  have h2 : (!![0, 0; 1, 0] : Matrix (Fin 2) (Fin 2) ℂ)ᴴ = !![0, 1; 0, 0] := by
    rw [← h1, conjTranspose_conjTranspose]
  rw [Balanced, Fin.sum_univ_two, Fin.sum_univ_two]
  change (!![0, 1; 0, 0] : Matrix (Fin 2) (Fin 2) ℂ) * (!![0, 1; 0, 0])ᴴ
      + !![0, 0; 1, 0] * (!![0, 0; 1, 0])ᴴ
    = (!![0, 1; 0, 0])ᴴ * !![0, 1; 0, 0] + (!![0, 0; 1, 0])ᴴ * !![0, 0; 1, 0]
  rw [h1, h2]
  exact add_comm _ _

end

end MPSMinimalGauge
```

```lean
#print axioms MPSMinimalGauge.balanced_minimal
-- 'MPSMinimalGauge.balanced_minimal' depends on axioms: [propext, Classical.choice, Quot.sound]
```

## From the trace identity to the inequality

`frobSq_gauge` is the formula with the weights $p_i/p_j$. It first establishes the inverse of $G^\dagger G$ in the frame $U$, as `hinv`. The `calc` chain then writes the norm as a trace and uses `trace_mul_comm` twice, once to bring $G^\dagger$ next to $G$ and once to move $U^\dagger$ to the front. The matrices $B^s$ are called `inFrame U A s`. `frobSq_inFrame` is the special case $G=1$, in which all weights are 1.

`first_variation` treats any real weights $a_i$ and any tensor, balanced or not. It states that

$$\sum_{s,i,j}(a_i-a_j)|B^s_{ij}|^2=\sum_i a_i\,(U^\dagger MU)_{ii},$$

where $M$ is `imbalance A`, the difference of the two sides of your condition. The proof inserts $UU^\dagger=1$ between the factors of each product, reads off the diagonal entries as row sums minus column sums of the squared moduli $|B^s_{ij}|^2$, and exchanges the order of summation.

`norm_excess` sets $a_i=\log p_i$. Balance gives $M=0$, so the right-hand side vanishes, and `linarith` combines this with the two norm formulas. In `balanced_minimal` the excess is shown to be nonnegative term by term, with `Real.log_le_sub_one_of_pos` supplying $\log x\le x-1$. Finally, `balanced_witness` confirms that the ladder pair is balanced: the two matrices are each other's adjoints, so the two sides contain the same two products in opposite order.

## How Mathlib supplies the eigenbasis

The frame $U$ and the numbers $p_i$ come from `exists_gauge_frame`, which rests on Mathlib's spectral theorem for Hermitian matrices. Once `hH` records that $G^\dagger G$ is Hermitian, `hH.eigenvectorUnitary` is a unitary matrix whose columns are eigenvectors, and `hH.eigenvalues` is a real-valued function on the bond index type `n` itself. The diagonal matrix of eigenvalues therefore has the same index type as the $A^s$, and no relabelling is needed. `hH.spectral_theorem` expresses the decomposition as a conjugation by the unitary, which one rewrite turns into the product $U\,\mathrm{diag}(p)\,U^\dagger$.

Strict positivity needs a separate argument, and here Lean takes a different route from the one above. The eigenvalues are nonnegative because $G^\dagger G$ is positive semidefinite. Their product is $\det(G^\dagger G)=|\det G|^2\neq0$, so none of them is zero. This is where the invertibility of $G$ enters, and it makes every ratio $p_i/p_j$ positive, as the logarithm inequality requires.
